# With unknown correlations, the standard deviation of $\sum_i a_iX_i$ can reach $\sum_i|a_i|s_i$ and no more

Take the difference $X_1-X_2$ of two computed energies with standard deviations $s_1$ and $s_2$. If $c$ is their covariance, the variance of the difference is

$$s_1^2+s_2^2-2c .$$

The covariance cannot be lower than $-s_1s_2$, so the variance is at most $(s_1+s_2)^2$. To reach this value, let a fair coin toss $\varepsilon=\pm1$ drive both errors in opposite directions: $X_1=s_1\varepsilon$ and $X_2=-s_2\varepsilon$, with both means set to zero because they do not affect the spread. Then $X_1-X_2=(s_1+s_2)\varepsilon$, whose standard deviation is $s_1+s_2$.

The same mechanism works for any finite number of variables and any real coefficients. Below, $\Omega$ is the space of outcomes, $\mu$ a measure on it, and `ι` the finite set of labels $i$, which may be empty. The theorems take $\mu$ to be a probability measure and all variables $X_i$ to have finite variances.

```lean
import Mathlib

open MeasureTheory

namespace UnknownCorrelations

noncomputable section

variable {Ω ι : Type*} [MeasurableSpace Ω] [Fintype ι]
```

## Covariance, spread and the set of possible answers

Write $\langle X\rangle=\int X\,d\mu$ for the mean. The covariance is the mean product of the deviations,

$$\operatorname{cov}(X,Y)=\big\langle (X-\langle X\rangle)(Y-\langle Y\rangle)\big\rangle .$$

This is the population quantity, not an estimate from a finite sample, so no factor $1/(n-1)$ appears.

```lean
/-- Covariance of two real random variables: the mean product of their deviations. -/
def cov (μ : Measure Ω) (X Y : Ω → ℝ) : ℝ :=
  ∫ ω, (X ω - ∫ η, X η ∂μ) * (Y ω - ∫ η, Y η ∂μ) ∂μ
```

The standard deviation is $\operatorname{sd}(X)=\sqrt{\operatorname{cov}(X,X)}$.

```lean
/-- Standard deviation: the square root of the covariance of a variable with itself. -/
def sd (μ : Measure Ω) (X : Ω → ℝ) : ℝ := √(cov μ X X)
```

The quantity of interest is the linear combination $\sum_i a_iX_i$, with exactly known coefficients $a_i$.

```lean
/-- The linear combination `∑ a i * X i` of random variables. -/
def combo (a : ι → ℝ) (X : ι → Ω → ℝ) (ω : Ω) : ℝ := ∑ i, a i * X i ω
```

"Unknown correlations" becomes a set. A number $\sigma$ belongs to `attainableSd a s` if there are a probability space and square-integrable variables $X_i$ on it with $\operatorname{sd}(X_i)=s_i$ and $\operatorname{sd}(\sum_i a_iX_i)=\sigma$. Only the $s_i$ are prescribed: the means, the shapes of the individual distributions and their joint law are all free. Square-integrability, written `MemLp (X i) 2 μ`, says that the variances are finite. It has to be required explicitly, because Lean assigns the value zero to a divergent integral.

```lean
/-- The standard deviations that `∑ a i * X i` can have when only the individual standard
deviations `s i` are prescribed and the joint distribution is free. -/
def attainableSd (a s : ι → ℝ) : Set ℝ :=
  {σ | ∃ (Ω : Type) (_ : MeasurableSpace Ω) (μ : Measure Ω) (X : ι → Ω → ℝ),
    IsProbabilityMeasure μ ∧ (∀ i, MemLp (X i) 2 μ) ∧ (∀ i, sd μ (X i) = s i) ∧
      sd μ (combo a X) = σ}
```

## The variance as a double sum

A variance is the mean of a square and therefore non-negative.

```lean
lemma cov_self_nonneg (μ : Measure Ω) (X : Ω → ℝ) : 0 ≤ cov μ X X :=
  integral_nonneg fun _ => mul_self_nonneg _
```

By linearity of the mean, the deviation of the combination is the combination of the deviations. With $\delta_i=X_i-\langle X_i\rangle$,

$$\Big(\sum_i a_i\delta_i\Big)^2=\sum_{i,j}a_ia_j\,\delta_i\delta_j ,
\qquad
\operatorname{cov}\Big(\sum_i a_iX_i,\sum_j a_jX_j\Big)=\sum_{i,j}a_ia_j\operatorname{cov}(X_i,X_j).$$

The second formula follows from the first by taking the mean term by term, which is allowed because a product of two square-integrable functions is integrable. In the proof, `hm` is the linearity of the mean, `hpt` the expansion of the square at each outcome, and `hint` the integrability of the products.

```lean
/-- Propagation of uncertainty with all correlations kept: the variance of a linear
combination is the double sum of the covariances weighted by the coefficients. -/
theorem cov_combo (μ : Measure Ω) [IsProbabilityMeasure μ] (a : ι → ℝ) (X : ι → Ω → ℝ)
    (hX : ∀ i, MemLp (X i) 2 μ) :
    cov μ (combo a X) (combo a X) = ∑ i, ∑ j, a i * a j * cov μ (X i) (X j) := by
  have hm : ∫ ω, combo a X ω ∂μ = ∑ i, a i * ∫ ω, X i ω ∂μ := by
    unfold combo
    rw [MeasureTheory.integral_finsetSum]
    · exact Finset.sum_congr rfl fun i _ => integral_const_mul _ _
    · intro i _
      exact ((hX i).integrable (by norm_num)).const_mul _
  have hc : ∀ i, MemLp (fun ω => X i ω - ∫ η, X i η ∂μ) 2 μ :=
    fun i => (hX i).sub (memLp_const _)
  have hint : ∀ i j, Integrable
      (fun ω => (X i ω - ∫ η, X i η ∂μ) * (X j ω - ∫ η, X j η ∂μ)) μ :=
    fun i j => (hc i).integrable_mul (hc j)
  -- the deviation of the combination is the combination of the deviations
  have hpt : ∀ ω, (combo a X ω - ∫ η, combo a X η ∂μ) * (combo a X ω - ∫ η, combo a X η ∂μ)
      = ∑ i, ∑ j, a i * a j * ((X i ω - ∫ η, X i η ∂μ) * (X j ω - ∫ η, X j η ∂μ)) := by
    intro ω
    have h : combo a X ω - ∑ i, a i * ∫ η, X i η ∂μ
        = ∑ i, a i * (X i ω - ∫ η, X i η ∂μ) := by
      simp only [combo, mul_sub, Finset.sum_sub_distrib]
    rw [hm, h, Finset.sum_mul_sum]
    exact Finset.sum_congr rfl fun i _ => Finset.sum_congr rfl fun j _ => by ring
  have key : cov μ (combo a X) (combo a X) = ∫ ω, ∑ i, ∑ j,
      a i * a j * ((X i ω - ∫ η, X i η ∂μ) * (X j ω - ∫ η, X j η ∂μ)) ∂μ :=
    integral_congr_ae (Filter.Eventually.of_forall hpt)
  rw [key, MeasureTheory.integral_finsetSum]
  · refine Finset.sum_congr rfl fun i _ => ?_
    rw [MeasureTheory.integral_finsetSum]
    · exact Finset.sum_congr rfl fun j _ => integral_const_mul _ _
    · intro j _
      exact (hint i j).const_mul _
  · intro i _
    exact MeasureTheory.integrable_finsetSum _ fun j _ => (hint i j).const_mul _
```

## How large a covariance can be

For every real $t$ the variance of $tX+Y$ is non-negative:

$$t^2\operatorname{cov}(X,X)+2t\operatorname{cov}(X,Y)+\operatorname{cov}(Y,Y)\ge 0 .$$

A quadratic that is never negative has a discriminant that is never positive, so

$$4\operatorname{cov}(X,Y)^2-4\operatorname{cov}(X,X)\operatorname{cov}(Y,Y)\le 0,
\qquad |\operatorname{cov}(X,Y)|\le \operatorname{sd}(X)\operatorname{sd}(Y).$$

If $X$ has zero variance, the expression is linear in $t$, and its non-negativity forces the covariance to vanish, in agreement with the bound. The proof obtains the quadratic `hq` by applying the double sum to the two variables $X,Y$ with coefficients $t,1$; `discrim_le_zero` supplies the step to the discriminant.

```lean
/-- Cauchy-Schwarz inequality for covariances: the magnitude of a covariance is at most the
product of the two standard deviations. -/
theorem abs_cov_le (μ : Measure Ω) [IsProbabilityMeasure μ] (X Y : Ω → ℝ)
    (hX : MemLp X 2 μ) (hY : MemLp Y 2 μ) : |cov μ X Y| ≤ sd μ X * sd μ Y := by
  have hcomm : cov μ Y X = cov μ X Y :=
    integral_congr_ae (Filter.Eventually.of_forall fun _ => mul_comm _ _)
  have hXY : ∀ i, MemLp ((![X, Y] : Fin 2 → Ω → ℝ) i) 2 μ :=
    Fin.forall_fin_two.mpr ⟨hX, hY⟩
  -- the variance of `t X + Y` is a quadratic in `t` that is never negative
  have hq : ∀ t : ℝ, 0 ≤ cov μ X X * (t * t) + 2 * cov μ X Y * t + cov μ Y Y := by
    intro t
    have h0 := cov_self_nonneg μ (combo ![t, 1] ![X, Y])
    rw [cov_combo μ _ _ hXY] at h0
    simp only [Fin.sum_univ_two, Matrix.cons_val_zero, Matrix.cons_val_one] at h0
    rw [hcomm] at h0
    linarith
  have hd := discrim_le_zero hq
  unfold discrim at hd
  unfold sd
  rw [← Real.sqrt_mul (cov_self_nonneg μ X)]
  exact Real.abs_le_sqrt (by linarith)
```

Multiplying by two real coefficients $a$ and $b$ gives the bound on a single term of the double sum:

$$a\,b\operatorname{cov}(X,Y)\le |a||b|\,|\operatorname{cov}(X,Y)|\le \big(|a|\operatorname{sd}(X)\big)\big(|b|\operatorname{sd}(Y)\big).$$

```lean
lemma term_le (μ : Measure Ω) [IsProbabilityMeasure μ] (a b : ℝ) (X Y : Ω → ℝ)
    (hX : MemLp X 2 μ) (hY : MemLp Y 2 μ) :
    a * b * cov μ X Y ≤ (|a| * sd μ X) * (|b| * sd μ Y) := by
  calc a * b * cov μ X Y ≤ |a * b * cov μ X Y| := le_abs_self _
    _ = |a| * |b| * |cov μ X Y| := by rw [abs_mul, abs_mul]
    _ ≤ |a| * |b| * (sd μ X * sd μ Y) :=
        mul_le_mul_of_nonneg_left (abs_cov_le μ X Y hX hY) (by positivity)
    _ = _ := by ring
```

## The linear bound

Summing over all pairs,

$$\operatorname{sd}\Big(\sum_i a_iX_i\Big)^2\le\sum_{i,j}|a_i|\operatorname{sd}(X_i)\,|a_j|\operatorname{sd}(X_j)=\Big(\sum_i|a_i|\operatorname{sd}(X_i)\Big)^2 .$$

The sum in the last bracket is non-negative, so the square root may be taken on both sides. `Real.sqrt_le_iff` asks for these two facts, the sign and the inequality between the squares.

```lean
/-- Whatever the correlations, the standard deviation of a linear combination is at most the
sum of the standard deviations weighted by the magnitudes of the coefficients. -/
theorem sd_combo_le (μ : Measure Ω) [IsProbabilityMeasure μ] (a : ι → ℝ) (X : ι → Ω → ℝ)
    (hX : ∀ i, MemLp (X i) 2 μ) : sd μ (combo a X) ≤ ∑ i, |a i| * sd μ (X i) := by
  refine Real.sqrt_le_iff.mpr
    ⟨Finset.sum_nonneg fun i _ => mul_nonneg (abs_nonneg _) (Real.sqrt_nonneg _), ?_⟩
  rw [cov_combo μ a X hX, sq, Finset.sum_mul_sum]
  exact Finset.sum_le_sum fun i _ => Finset.sum_le_sum fun j _ =>
    term_le μ _ _ _ _ (hX i) (hX j)
```

When is the bound an equality? Each term of the double sum is at most its partner on the right. The totals can then agree only if all terms agree:

$$a_ia_j\operatorname{cov}(X_i,X_j)=|a_i|\operatorname{sd}(X_i)\,|a_j|\operatorname{sd}(X_j)\quad\text{for all } i,j .$$

Where the coefficients and standard deviations are nonzero, this means that the correlation coefficient of $X_i$ and $X_j$ is $+1$ if $a_i$ and $a_j$ have the same sign, and $-1$ if they have opposite signs. The forward direction uses `Finset.sum_eq_sum_iff_of_le` twice, once for each summation index; the converse sums the equalities and takes the root.

```lean
/-- The linear bound is an equality exactly when every weighted covariance equals the product
of the corresponding weighted standard deviations. -/
theorem sd_combo_eq_iff (μ : Measure Ω) [IsProbabilityMeasure μ] (a : ι → ℝ)
    (X : ι → Ω → ℝ) (hX : ∀ i, MemLp (X i) 2 μ) :
    sd μ (combo a X) = ∑ i, |a i| * sd μ (X i) ↔
      ∀ i j, a i * a j * cov μ (X i) (X j) = (|a i| * sd μ (X i)) * (|a j| * sd μ (X j)) := by
  have hT : 0 ≤ ∑ i, |a i| * sd μ (X i) :=
    Finset.sum_nonneg fun i _ => mul_nonneg (abs_nonneg _) (Real.sqrt_nonneg _)
  have hle := fun i j => term_le μ (a i) (a j) _ _ (hX i) (hX j)
  constructor
  · intro h
    have h2 : cov μ (combo a X) (combo a X)
        = (∑ i, |a i| * sd μ (X i)) * ∑ i, |a i| * sd μ (X i) := by
      rw [← h]
      exact (Real.mul_self_sqrt (cov_self_nonneg μ _)).symm
    rw [cov_combo μ a X hX, Finset.sum_mul_sum] at h2
    -- equal sums of ordered terms force equality term by term
    have h3 := (Finset.sum_eq_sum_iff_of_le
      fun i _ => Finset.sum_le_sum fun j _ => hle i j).mp h2
    intro i j
    exact (Finset.sum_eq_sum_iff_of_le fun j _ => hle i j).mp
      (h3 i (Finset.mem_univ i)) j (Finset.mem_univ j)
  · intro h
    unfold sd at h hT ⊢
    rw [cov_combo μ a X hX,
      Finset.sum_congr rfl fun i _ => Finset.sum_congr rfl fun j _ => h i j,
      ← Finset.sum_mul_sum, Real.sqrt_mul_self hT]
```

## Uncorrelated variables add in quadrature

If $\operatorname{cov}(X_i,X_j)=0$ for $i\ne j$, only the diagonal of the double sum survives:

$$\operatorname{sd}\Big(\sum_i a_iX_i\Big)=\sqrt{\sum_i a_i^2\operatorname{sd}(X_i)^2}.$$

Independence is not needed. The step `Finset.sum_eq_single` picks out the diagonal term in each row.

```lean
/-- For pairwise uncorrelated variables the weighted standard deviations add in quadrature. -/
theorem sd_combo_of_uncorrelated (μ : Measure Ω) [IsProbabilityMeasure μ] (a : ι → ℝ)
    (X : ι → Ω → ℝ) (hX : ∀ i, MemLp (X i) 2 μ)
    (h : ∀ i j, i ≠ j → cov μ (X i) (X j) = 0) :
    sd μ (combo a X) = √(∑ i, (a i * sd μ (X i)) ^ 2) := by
  rw [sd, cov_combo μ a X hX]
  congr 1
  refine Finset.sum_congr rfl fun i _ => ?_
  rw [Finset.sum_eq_single i (fun j _ hj => by rw [h i j hj.symm, mul_zero])
    (fun hi => absurd (Finset.mem_univ i) hi), mul_pow, sd, Real.sq_sqrt (cov_self_nonneg μ _)]
  ring
```

## One coin toss that reaches the bound

A fair coin gives each of its two outcomes the probability $1/2$.

```lean
/-- The probability measure of a fair coin. -/
def coin : Measure Bool := (2 : ENNReal)⁻¹ • (Measure.dirac true + Measure.dirac false)
```

The outcome is counted as $\varepsilon=\pm1$.

```lean
/-- The outcome of a toss, counted as `1` or `-1`. -/
def toss : Bool → ℝ
  | true => 1
  | false => -1
```

Let $\tau_i=+1$ if $a_i\ge0$ and $\tau_i=-1$ otherwise, and set

$$X_i=\tau_i s_i\,\varepsilon .$$

All variables follow the same toss, and the signs are chosen so that $a_i\tau_i=|a_i|$.

```lean
/-- Variables driven by one common coin toss, with amplitudes `s i` and signs that follow
the coefficients `a i`. -/
def extremal (a s : ι → ℝ) (i : ι) (b : Bool) : ℝ :=
  (if 0 ≤ a i then s i else -s i) * toss b
```

The two probabilities add up to one.

```lean
instance : IsProbabilityMeasure coin := ⟨by
  simp only [coin, Measure.smul_apply, Measure.add_apply, measure_univ, smul_eq_mul,
    one_add_one_eq_two]
  exact ENNReal.inv_mul_cancel (by norm_num) (by norm_num)⟩
```

Since each outcome has probability $1/2$, the mean of any function $f$ of the toss is the average of its two values.

```lean
lemma integral_coin (f : Bool → ℝ) : ∫ b, f b ∂coin = (f true + f false) / 2 := by
  rw [coin, integral_smul_measure, integral_add_measure Integrable.of_finite
    Integrable.of_finite, integral_dirac, integral_dirac]
  simp only [ENNReal.toReal_inv, ENNReal.toReal_ofNat, smul_eq_mul]
  ring
```

For a constant $c$, the variable $c\,\varepsilon$ has mean $(c-c)/2=0$ and variance $(c^2+c^2)/2=c^2$. Its standard deviation is $|c|$.

```lean
lemma sd_toss (c : ℝ) : sd coin (fun b => c * toss b) = |c| := by
  have h : cov coin (fun b => c * toss b) (fun b => c * toss b) = c ^ 2 := by
    simp only [cov, integral_coin, toss]
    ring
  rw [sd, h, Real.sqrt_sq_eq_abs]
```

## The largest possible value

Let all $s_i\ge0$, as standard deviations must be. By the last result, $\operatorname{sd}(X_i)=|\tau_is_i|=s_i$, so the coin variables meet the prescription. Their combination is

$$\sum_i a_iX_i=\Big(\sum_i|a_i|s_i\Big)\varepsilon ,$$

with standard deviation $\sum_i|a_i|s_i$. This number is thus attainable, and by the linear bound no attainable number exceeds it. `IsGreatest` states these two parts together, membership in the set and being an upper bound, and the proof treats them in that order.

```lean
/-- With prescribed standard deviations `s i` and unknown correlations, the largest standard
deviation that `∑ a i * X i` can have is `∑ |a i| * s i`, and it is attained. -/
theorem isGreatest_attainableSd (a s : ι → ℝ) (hs : ∀ i, 0 ≤ s i) :
    IsGreatest (attainableSd a s) (∑ i, |a i| * s i) := by
  constructor
  · refine ⟨Bool, inferInstance, coin, extremal a s, inferInstance,
      fun i => MemLp.of_discrete, fun i => ?_, ?_⟩
    · refine (sd_toss (if 0 ≤ a i then s i else -s i)).trans ?_
      split_ifs
      · exact abs_of_nonneg (hs i)
      · rw [abs_neg, abs_of_nonneg (hs i)]
    · -- the signs make all contributions add up coherently
      have h : combo a (extremal a s) = fun b => (∑ i, |a i| * s i) * toss b := by
        funext b
        simp only [combo, extremal, Finset.sum_mul]
        refine Finset.sum_congr rfl fun i _ => ?_
        split_ifs with hi
        · rw [abs_of_nonneg hi]; ring
        · rw [abs_of_neg (not_le.mp hi)]; ring
      rw [h, sd_toss]
      exact abs_of_nonneg (Finset.sum_nonneg fun i _ => mul_nonneg (abs_nonneg _) (hs i))
  · rintro σ ⟨Ω', _, μ, X, _, hX, hsd, rfl⟩
    have h := sd_combo_le μ a X hX
    simpa only [hsd] using h

end

end UnknownCorrelations
```

```lean
#print axioms UnknownCorrelations.sd_combo_eq_iff
-- 'UnknownCorrelations.sd_combo_eq_iff' depends on axioms: [propext, Classical.choice, Quot.sound]
#print axioms UnknownCorrelations.sd_combo_of_uncorrelated
-- 'UnknownCorrelations.sd_combo_of_uncorrelated' depends on axioms: [propext, Classical.choice, Quot.sound]
#print axioms UnknownCorrelations.isGreatest_attainableSd
-- 'UnknownCorrelations.isGreatest_attainableSd' depends on axioms: [propext, Classical.choice, Quot.sound]
```

## Error bars in a reaction energy

A reaction energy $\sum_i\nu_iE_i$, with stoichiometric coefficients $\nu_i$ (positive for products, negative for reactants) and energies $E_i$ from stochastic electronic-structure calculations, is a case of this linear model as long as each $E_i$ has a finite variance. An error bar here is the standard deviation $s_i$ of the energy $E_i$ itself; if $E_i$ is an average over samples, this is the standard error of the average, not the spread of the samples. If only the individual error bars are available, the worst-case error bar is one line of code, `sum(abs(nu) * s)` for arrays `nu` and `s`. The quadrature formula `sqrt(sum((nu * s)**2))` is exact if the covariances between different energies vanish, a condition that shared random numbers or shared input data can spoil. If the covariance matrix is known, the square root of the double sum gives the actual error bar.

For a single variable both formulas give $|a|s$. For $n$ variables with unit coefficients and equal standard deviations $s$, they give $ns$ and $\sqrt n\,s$, which differ by a factor $\sqrt n$. For other coefficients and standard deviations, the Cauchy-Schwarz inequality for sums shows that the worst-case value is never more than $\sqrt n$ times the quadrature value.

The bound concerns spread about the mean and says nothing about a systematic bias. For a nonlinear function of the $X_i$ it applies only to the linearised expression. Fixing the shapes of the individual distributions as well can lower the maximum: a Gaussian variable and a coin toss are never perfectly correlated, so the sum of two such variables stays strictly below $s_1+s_2$ when both standard deviations are positive.
